# For N identical flavours with a flavour-blind interaction scaled by 1/N, RPA rings keep their one-flavour values and second-order exchange falls as 1/N

Take two identical flavours, say the two spin directions of a spin-unpolarised system, and one particle-hole pair in each. For one flavour the response and the interaction are then just numbers, $G$ and $V$. Let every flavour interact with every flavour, itself included, at strength $V/2$. The product of response and interaction is

$$
G_2V_2=\frac{GV}{2}\begin{pmatrix}1&1\\1&1\end{pmatrix}.
$$

Its eigenvalues are $GV$, for the two flavours moving in phase, and $0$, for the two moving out of phase. Hence $\det(1+G_2V_2)=1+GV$ and $\operatorname{Tr}\,(G_2V_2)^n=(GV)^n$ for $n\ge 1$, exactly as for a single flavour. At a given frequency and up to a prefactor, the trace of the $n$th power is the ring diagram with $n$ interactions in the random phase approximation (RPA). The sign of $G$ is chosen so that $G=-\chi_0$ for the usual independent-particle response $\chi_0$, which makes $\det(1+GV)$ the RPA determinant $\det(1-\chi_0V)$.

Now count second-order terms. In the direct term each of the two pairs chooses its flavour freely, which gives four terms of size $|V/2|^2$ and a total of $|V|^2$. In the exchange term the holes are interchanged at one vertex, and both the old and the new pairs must have matching flavours. All four orbitals then share one flavour, so two terms remain and the total is $|V|^2/2$. Exchange has lost a factor of two, and the rings have lost nothing.

## Counting flavours by hand

Let there be $N\ge 1$ flavours, let $G$ and $V$ be complex square matrices over a finite set of particle-hole pairs, and let $J_N$ be the $N\times N$ all-ones matrix. Define

$$
G_N=I_N\otimes G,\qquad V_N=P\otimes V,\qquad P=\tfrac1N J_N .
$$

The factor $1/N$ is a postulate: it stands for a coupling that weakens as flavours are added, so that the in-phase motion of all flavours feels a fixed interaction strength.

**Traces.** Multiplying the Kronecker products gives $G_NV_N=P\otimes M$ with $M=GV$. Each entry of $P^2$ is $N\cdot N^{-2}=1/N$, so $P^2=P$, and $\operatorname{Tr}P=N\cdot N^{-1}=1$. For $n\ge1$,

$$
\operatorname{Tr}\,(G_NV_N)^n=\operatorname{Tr}\,(P^n\otimes M^n)=\operatorname{Tr}P\,\operatorname{Tr}M^n=\operatorname{Tr}\,(GV)^n .
$$

At $n=0$ the two sides would instead count the states with and without flavour.

**Determinant.** Write $s,t$ for flavours and $i,j$ for pairs, and set $A_{(s,i),j}=\delta_{ij}$ and $B_{i,(t,j)}=M_{ij}/N$. Then

$$
(AB)_{(s,i),(t,j)}=\tfrac1N M_{ij},\qquad (BA)_{ij}=\sum_{t}\tfrac1N M_{ij}=M_{ij}.
$$

So $AB=P\otimes M$ and $BA=M$, and the identity $\det(1+AB)=\det(1+BA)$ gives $\det(1+G_NV_N)=\det(1+GV)$.

**Second order.** Now let $i,j$ be occupied orbitals (holes) and $a,b$ virtual orbitals (particles). With a weight $g_{ijab}$, which stands for the inverse energy denominators, the one-flavour sums are

$$
D=\sum_{ijab} g_{ijab}\,V_{ia,jb}\,V_{ia,jb}^*,\qquad
X=\sum_{ijab} g_{ijab}\,V_{ia,jb}\,V_{ja,ib}^* .
$$

Give $i,j,a,b$ the flavours $s,t,u,w$. The interaction preserves flavour along each particle-hole pair, so $V_{ia,jb}$ becomes $\delta_{us}\delta_{wt}V_{ia,jb}/N$. If $g$ does not depend on flavour, the flavour sum separates from the orbital sum. For the direct and exchange terms it is

$$
\frac1{N^2}\sum_{stuw}\delta_{us}\delta_{wt}=1,\qquad
\frac1{N^2}\sum_{stuw}\delta_{us}\delta_{wt}\,\delta_{ut}\delta_{ws}
=\frac1{N^2}\sum_{stuw}\delta_{ts}\delta_{us}\delta_{ws}=\frac1N .
$$

Therefore $D_N=D$ and $N X_N=X$. With $g$ and $V$ fixed, $X_N\to0$ as $N\to\infty$.

For a closed-shell molecule, $N=2$ and $V$ is twice the bare Coulomb matrix; under the assumption of identical spin channels, the result is the familiar relative factor of two between direct and exchange terms in second-order perturbation theory.

## Response and interaction as Kronecker products

The index type `m` is any finite set of pairs; `o` and `v` are the finite sets of occupied and virtual orbitals.

```lean
import Mathlib

open Matrix Filter
open scoped Kronecker

namespace FlavourRPA

noncomputable section

variable {m o v : Type*} [Fintype m] [DecidableEq m] [Fintype o] [Fintype v]
```

The matrix $P$ is `average N`, with flavours labelled by `Fin N`.

```lean
/-- The all-ones flavour matrix divided by the number of flavours. -/
def average (N : ℕ) : Matrix (Fin N) (Fin N) ℂ := Matrix.of fun _ _ => (N : ℂ)⁻¹
```

The identity factor in the response says that the flavours are independent and identical before they interact.

```lean
/-- The response of `N` independent, identical flavours. -/
def response (N : ℕ) (G : Matrix m m ℂ) : Matrix (Fin N × m) (Fin N × m) ℂ :=
  (1 : Matrix (Fin N) (Fin N) ℂ) ⊗ₖ G
```

The interaction has the same entry for every pair of flavours. Neither `G` nor `V` is required to be Hermitian, and no frequency appears: the statements concern one pair of matrices at a time.

```lean
/-- The interaction coupling all flavours equally, with strength scaled by `1/N`. -/
def interaction (N : ℕ) (V : Matrix m m ℂ) : Matrix (Fin N × m) (Fin N × m) ℂ :=
  average N ⊗ₖ V
```

## Flavours attached to orbitals

Exchange recombines particles and holes into new pairs, so each orbital needs its own flavour. In the next definition `p` and `q` are particle-hole pairs. The condition requires the two members of each pair to agree in flavour; if they do, the entry is taken from `interaction`, and otherwise it is zero.

```lean
/-- Interaction between particle-hole pairs whose orbitals carry separate flavours:
it vanishes unless the particle and the hole of each pair have the same flavour. -/
def orbitalInteraction (N : ℕ) (V : Matrix (o × v) (o × v) ℂ) :
    Matrix ((Fin N × o) × (Fin N × v)) ((Fin N × o) × (Fin N × v)) ℂ :=
  Matrix.of fun p q => if p.1.1 = p.2.1 ∧ q.1.1 = q.2.1 then
    interaction N V (p.1.1, (p.1.2, p.2.2)) (q.1.1, (q.1.2, q.2.2)) else 0
```

The weight ignores the flavour labels, as energy denominators do when all flavours have the same orbital energies.

```lean
/-- A weight of doubly excited states that does not depend on flavour. -/
def orbitalWeight (N : ℕ) (g : o → o → v → v → ℂ) :
    Fin N × o → Fin N × o → Fin N × v → Fin N × v → ℂ :=
  fun i j a b => g i.2 j.2 a.2 b.2
```

The two sums are $D$ and $X$. They carry no sign or numerical prefactor, and `star` is complex conjugation.

```lean
/-- The second-order direct (ring) sum, with weight `g` for the doubly excited states. -/
def directSum (g : o → o → v → v → ℂ) (V : Matrix (o × v) (o × v) ℂ) : ℂ :=
  ∑ i, ∑ j, ∑ a, ∑ b, g i j a b * V (i, a) (j, b) * star (V (i, a) (j, b))

/-- The second-order exchange sum, in which the two holes are interchanged at one vertex. -/
def exchangeSum (g : o → o → v → v → ℂ) (V : Matrix (o × v) (o × v) ℂ) : ℂ :=
  ∑ i, ∑ j, ∑ a, ∑ b, g i j a b * V (i, a) (j, b) * star (V (j, a) (i, b))
```

The weight `g` is arbitrary and is not tied to the response `G`. To read the sums as energy contributions, one has to supply the appropriate denominators and prefactors.

## Rings reduce to one flavour

The first lemma is $P^2=P$. The `simp only` step turns the matrix product into $N$ equal terms, and `field_simp` cancels the factors of $N$.

```lean
/-- Averaging over flavours twice is the same as averaging once. -/
theorem average_mul_self {N : ℕ} (hN : N ≠ 0) : average N * average N = average N := by
  have h : (N : ℂ) ≠ 0 := Nat.cast_ne_zero.mpr hN
  ext i j
  simp only [average, Matrix.mul_apply, Matrix.of_apply, Finset.sum_const,
    Finset.card_univ, Fintype.card_fin, nsmul_eq_mul]
  field_simp
```

The next lemma is $G_NV_N=P\otimes GV$, from the product rule for Kronecker products.

```lean
omit [DecidableEq m] in
/-- The matrix product of response and interaction is the Kronecker product of the flavour average
and the one-flavour product. -/
theorem response_mul_interaction (N : ℕ) (G V : Matrix m m ℂ) :
    response N G * interaction N V = average N ⊗ₖ (G * V) := by
  rw [response, interaction, ← Matrix.mul_kronecker_mul, one_mul]
```

For the traces, the proof writes $n=k+1$. The statement `hp` shows by induction that powers act only on the second factor, with idempotence used at each step, and `ht` is $\operatorname{Tr}P=1$. The last line combines them with the trace rule for Kronecker products.

```lean
/-- Every ring trace with at least one interaction equals its one-flavour value. -/
theorem trace_ring {N : ℕ} (hN : N ≠ 0) (G V : Matrix m m ℂ) {n : ℕ} (hn : 1 ≤ n) :
    ((response N G * interaction N V) ^ n).trace = ((G * V) ^ n).trace := by
  have h : (N : ℂ) ≠ 0 := Nat.cast_ne_zero.mpr hN
  obtain ⟨k, rfl⟩ : ∃ k, n = k + 1 := ⟨n - 1, by omega⟩
  -- the flavour factor is idempotent, so it survives once in any power
  have hp : ∀ k : ℕ, (average N ⊗ₖ (G * V)) ^ (k + 1) = average N ⊗ₖ ((G * V) ^ (k + 1)) := by
    intro k
    induction k with
    | zero => simp only [zero_add, pow_one]
    | succ k ih =>
      rw [pow_succ, ih, ← Matrix.mul_kronecker_mul, average_mul_self hN, ← pow_succ]
  have ht : (average N).trace = 1 := by
    simp only [average, Matrix.trace, Matrix.diag_apply, Matrix.of_apply, Finset.sum_const,
      Finset.card_univ, Fintype.card_fin, nsmul_eq_mul]
    exact mul_inv_cancel₀ h
  rw [response_mul_interaction, hp, Matrix.trace_kronecker, ht, one_mul]
```

The determinant proof uses the same $A$ and $B$ as the derivation above. The equations `hAB` and `hBA` evaluate the two products, and `Matrix.det_one_add_mul_comm` exchanges the factors.

```lean
/-- The RPA determinant of `N` flavours equals that of one flavour. -/
theorem det_ring {N : ℕ} (hN : N ≠ 0) (G V : Matrix m m ℂ) :
    (1 + response N G * interaction N V).det = (1 + G * V).det := by
  have h : (N : ℂ) ≠ 0 := Nat.cast_ne_zero.mpr hN
  rw [response_mul_interaction]
  generalize G * V = M
  -- factor through the one-flavour space
  let A : Matrix (Fin N × m) m ℂ := Matrix.of fun p j => if p.2 = j then 1 else 0
  let B : Matrix m (Fin N × m) ℂ := Matrix.of fun i q => (N : ℂ)⁻¹ * M i q.2
  have hAB : A * B = average N ⊗ₖ M := by
    ext ⟨s, i⟩ ⟨t, j⟩
    simp [A, B, average, Matrix.mul_apply, Matrix.kroneckerMap_apply]
  have hBA : B * A = M := by
    ext i j
    simp only [A, B, Matrix.mul_apply, Matrix.of_apply, Fintype.sum_prod_type, mul_ite,
      mul_one, mul_zero, Finset.sum_ite_eq', Finset.mem_univ, if_true, Finset.sum_const,
      Finset.card_univ, Fintype.card_fin, nsmul_eq_mul]
    field_simp
  rw [← hAB, Matrix.det_one_add_mul_comm, hBA]
```

## One flavour loop against two

The separation of flavour and orbital sums is a lemma for any flavour coefficient `c` and any orbital function `f`. Its proof splits the four sums one at a time, using `ho` for occupied and `hv` for virtual orbitals.

```lean
/-- A fourfold sum over flavoured orbitals factorises into a flavour sum and an orbital sum. -/
theorem sum_factor {N : ℕ} (c : Fin N → Fin N → Fin N → Fin N → ℂ) (f : o → o → v → v → ℂ) :
    (∑ i : Fin N × o, ∑ j : Fin N × o, ∑ a : Fin N × v, ∑ b : Fin N × v,
      c i.1 j.1 a.1 b.1 * f i.2 j.2 a.2 b.2) =
    (∑ s, ∑ t, ∑ u, ∑ w, c s t u w) * ∑ i, ∑ j, ∑ a, ∑ b, f i j a b := by
  have ho : ∀ (c : Fin N → ℂ) (f : o → ℂ),
      ∑ p : Fin N × o, c p.1 * f p.2 = (∑ s, c s) * ∑ i, f i := by
    intro c f
    rw [Fintype.sum_prod_type, Finset.sum_mul_sum]
  have hv : ∀ (c : Fin N → ℂ) (f : v → ℂ),
      ∑ p : Fin N × v, c p.1 * f p.2 = (∑ s, c s) * ∑ i, f i := by
    intro c f
    rw [Fintype.sum_prod_type, Finset.sum_mul_sum]
  refine Eq.trans (Finset.sum_congr rfl fun i _ => ?_)
    (ho (fun s => ∑ t, ∑ u, ∑ w, c s t u w) (fun i => ∑ j, ∑ a, ∑ b, f i j a b))
  refine Eq.trans (Finset.sum_congr rfl fun j _ => ?_)
    (ho (fun t => ∑ u, ∑ w, c i.1 t u w) (fun j => ∑ a, ∑ b, f i.2 j a b))
  refine Eq.trans (Finset.sum_congr rfl fun a _ => ?_)
    (hv (fun u => ∑ w, c i.1 j.1 u w) (fun a => ∑ b, f i.2 j.2 a b))
  exact hv (c i.1 j.1 a.1) (f i.2 j.2 a.2)
```

In the direct case, `hc` is the flavour sum with value $1$. The proof inserts it in front of the one-flavour sum, applies `sum_factor` from right to left, and compares the summands. The tactic `split_ifs` runs through the cases of equal and unequal flavours: contradictory combinations are discarded, and the others are settled by algebra.

```lean
/-- The second-order direct sum is independent of the number of flavours. -/
theorem directSum_flavour {N : ℕ} (hN : N ≠ 0) (g : o → o → v → v → ℂ)
    (V : Matrix (o × v) (o × v) ℂ) :
    directSum (orbitalWeight N g) (orbitalInteraction N V) = directSum g V := by
  have h : (N : ℂ) ≠ 0 := Nat.cast_ne_zero.mpr hN
  -- two free flavour loops
  have hc : (∑ s : Fin N, ∑ t : Fin N, ∑ u : Fin N, ∑ w : Fin N, (if u = s then (1 : ℂ) else 0) *
      ((if w = t then 1 else 0) * ((N : ℂ)⁻¹ * (N : ℂ)⁻¹))) = 1 := by
    generalize hk : (N : ℂ)⁻¹ * (N : ℂ)⁻¹ = k
    simp only [← Finset.mul_sum, ← Finset.sum_mul, Finset.sum_ite_eq', Finset.mem_univ,
      if_true, one_mul, Finset.sum_const, Finset.card_univ, Fintype.card_fin, nsmul_eq_mul]
    rw [← hk]
    field_simp
  rw [← one_mul (directSum g V), ← hc, directSum, directSum, ← sum_factor]
  refine Finset.sum_congr rfl fun i _ => Finset.sum_congr rfl fun j _ =>
    Finset.sum_congr rfl fun a _ => Finset.sum_congr rfl fun b _ => ?_
  simp only [orbitalWeight, orbitalInteraction, interaction, average, Matrix.of_apply,
    Matrix.kroneckerMap_apply]
  split_ifs <;> first
    | (exfalso; grind)
    | (simp only [star_mul', star_inv₀, star_natCast, star_zero, mul_zero, zero_mul,
        one_mul] <;> ring)
```

In the exchange case, `hc` contains the three conditions $t=s$, $u=s$, $w=s$ and has the value $1/N$. The comparison of summands checks that these are equivalent to the four conditions imposed by the two interaction entries. The intermediate result `key` is $X_N=X/N$, and multiplying by $N$ gives the theorem.

```lean
/-- The second-order exchange sum of `N` flavours, multiplied by `N`, is the one-flavour sum. -/
theorem exchangeSum_flavour {N : ℕ} (hN : N ≠ 0) (g : o → o → v → v → ℂ)
    (V : Matrix (o × v) (o × v) ℂ) :
    (N : ℂ) * exchangeSum (orbitalWeight N g) (orbitalInteraction N V) = exchangeSum g V := by
  have h : (N : ℂ) ≠ 0 := Nat.cast_ne_zero.mpr hN
  -- exchange ties all four flavours together: one free loop
  have hc : (∑ s : Fin N, ∑ t : Fin N, ∑ u : Fin N, ∑ w : Fin N, (if t = s then (1 : ℂ) else 0) *
      ((if u = s then 1 else 0) * ((if w = s then 1 else 0) * ((N : ℂ)⁻¹ * (N : ℂ)⁻¹)))) =
      (N : ℂ)⁻¹ := by
    generalize hk : (N : ℂ)⁻¹ * (N : ℂ)⁻¹ = k
    simp only [← Finset.mul_sum, ← Finset.sum_mul, Finset.sum_ite_eq', Finset.mem_univ,
      if_true, one_mul, Finset.sum_const, Finset.card_univ, Fintype.card_fin, nsmul_eq_mul]
    rw [← hk]
    field_simp
  have key : exchangeSum (orbitalWeight N g) (orbitalInteraction N V) =
      (N : ℂ)⁻¹ * exchangeSum g V := by
    rw [← hc, exchangeSum, exchangeSum, ← sum_factor]
    refine Finset.sum_congr rfl fun i _ => Finset.sum_congr rfl fun j _ =>
      Finset.sum_congr rfl fun a _ => Finset.sum_congr rfl fun b _ => ?_
    simp only [orbitalWeight, orbitalInteraction, interaction, average, Matrix.of_apply,
      Matrix.kroneckerMap_apply]
    split_ifs <;> first
      | (exfalso; grind)
      | (simp only [star_mul', star_inv₀, star_natCast, star_zero, mul_zero, zero_mul,
          one_mul] <;> ring)
  rw [key, mul_inv_cancel_left₀ h]
```

## The combined statement and the limit of many flavours

The main theorem takes the pairs to be `o × v` and joins three results: the determinant is unchanged, every ring trace with $n\ge1$ is unchanged, and $N X_N=X$. The hypothesis `hN` says that there is at least one flavour. The product form is deliberate: at $N=0$ the equation $X_N=X/N$ would hold merely because Lean sets division by zero to zero, whereas $NX_N=X$ fails whenever $X\neq0$.

```lean
/-- For `N` flavours the RPA determinant and all ring traces keep their one-flavour values,
while the second-order exchange sum times `N` equals its one-flavour value. -/
theorem rings_invariant_exchange_suppressed [DecidableEq o] [DecidableEq v] {N : ℕ}
    (hN : N ≠ 0) (G V : Matrix (o × v) (o × v) ℂ) (g : o → o → v → v → ℂ) :
    (1 + response N G * interaction N V).det = (1 + G * V).det ∧
    (∀ n : ℕ, 1 ≤ n →
      ((response N G * interaction N V) ^ n).trace = ((G * V) ^ n).trace) ∧
    (N : ℂ) * exchangeSum (orbitalWeight N g) (orbitalInteraction N V) = exchangeSum g V :=
  ⟨det_ring hN G V, fun _ hn => trace_ring hN G V hn, exchangeSum_flavour hN g V⟩
```

The theorem covers exchange at second order only; higher-order exchange diagrams and the frequency integral of the RPA energy are not treated.

For the limit, the sequence is indexed so that its term `N` has $N+1$ flavours, which keeps the number of flavours positive. The earlier theorem turns each term into $X/(N+1)$, and the known limit of $1/(N+1)$ finishes the proof.

```lean
/-- The second-order exchange sum tends to zero as the number of flavours grows. -/
theorem exchangeSum_tendsto_zero (g : o → o → v → v → ℂ) (V : Matrix (o × v) (o × v) ℂ) :
    Tendsto (fun N : ℕ => exchangeSum (orbitalWeight (N + 1) g) (orbitalInteraction (N + 1) V))
      atTop (nhds 0) := by
  have h : ∀ N : ℕ, exchangeSum (orbitalWeight (N + 1) g) (orbitalInteraction (N + 1) V) =
      1 / ((N : ℂ) + 1) * exchangeSum g V := by
    intro N
    have hne : (N : ℂ) + 1 ≠ 0 := Nat.cast_add_one_ne_zero N
    have hx := exchangeSum_flavour (Nat.succ_ne_zero N) g V
    rw [Nat.cast_succ] at hx
    rw [← hx, one_div, inv_mul_cancel_left₀ hne]
  simp only [h]
  simpa using (tendsto_one_div_add_atTop_nhds_zero_nat (𝕜 := ℂ)).mul_const (exchangeSum g V)

end

end FlavourRPA
```

```lean
#print axioms FlavourRPA.directSum_flavour
#print axioms FlavourRPA.rings_invariant_exchange_suppressed
#print axioms FlavourRPA.exchangeSum_tendsto_zero
```

```
'FlavourRPA.directSum_flavour' depends on axioms: [propext, Classical.choice, Quot.sound]
'FlavourRPA.rings_invariant_exchange_suppressed' depends on axioms: [propext, Classical.choice, Quot.sound]
'FlavourRPA.exchangeSum_tendsto_zero' depends on axioms: [propext, Classical.choice, Quot.sound]
```
